# Exactly one split of the cubic correction gives a two-kick improved action for the harmonic oscillator an O(t⁸) error in the trace of its 2×2 step matrix

Take an oscillator of unit mass and frequency in imaginary time, with position x and momentum p. A kick adds k·x to p, and a drift of length t then adds t·p to x. As a matrix, this pair of moves has trace 2 + k·t. The exact evolution over time t has trace

2 cosh t = 2 + t² + t⁴/12 + t⁶/360 + …

The plain kick k = t reproduces 2 + t². The corrected kick k = t + t³/12 also reproduces t⁴/12, but gives no t⁶ term, and its cubic coefficient is already fixed. With two kicks and two drifts of length t/2, the trace also contains the product of the kicks. For kicks with linear parts t/3 and 2t/3, a total cubic correction of t³/36 reproduces t⁴/12, however it is shared between them. Because the linear parts are unequal, the sharing changes the product at order t⁴, hence the trace at order t⁶, and can be used to match t⁶/360. With equal linear parts, the sharing would not affect that order.

## The step as a product of matrices

```lean
import Mathlib

open Filter Topology Asymptotics

namespace OscillatorImprovedAction

noncomputable section
```

These lines load Mathlib and open the notation for limits and O-estimates.

```lean
/-- Free drift for imaginary time `s`: the position changes by `s` times the momentum. -/
def drift (s : ℝ) : Matrix (Fin 2) (Fin 2) ℝ := !![1, s; 0, 1]
```

`Matrix (Fin 2) (Fin 2) ℝ` is the type of real 2×2 matrices, with rows and columns numbered 0 and 1. A semicolon separates rows. Acting on the column (x, p), the drift gives (x + s·p, p).

```lean
/-- Harmonic kick of strength `k`: the momentum changes by `k` times the position. -/
def kick (k : ℝ) : Matrix (Fin 2) (Fin 2) ℝ := !![1, 0; k, 1]
```

The kick gives (x, p + k·x). The sign is positive because imaginary time inverts the potential.

```lean
/-- Strength of kick one, which carries the fraction `α` of the cubic correction. -/
def kickOne (α t : ℝ) : ℝ := t / 3 + α * t ^ 3 / 36
```

Kick one has strength k₁ = t/3 + αt³/36, where α is any real number.

```lean
/-- Strength of kick two, which carries the fraction `1 - α` of the cubic correction. -/
def kickTwo (α t : ℝ) : ℝ := 2 * t / 3 + (1 - α) * t ^ 3 / 36
```

Kick two has strength k₂ = 2t/3 + (1 − α)t³/36. The linear parts share out the potential over the step. The cubic parts stand for the squared-force correction of an improved action, which for a harmonic potential is again quadratic in x and so only changes the strength of the kick. These coefficients are put in as definitions, not derived from a path integral.

```lean
/-- One step of the improved action: the matrix product kick one * drift * kick two * drift, whose
rightmost factor acts first. -/
def improvedStep (α t : ℝ) : Matrix (Fin 2) (Fin 2) ℝ :=
  kick (kickOne α t) * drift (t / 2) * kick (kickTwo α t) * drift (t / 2)
```

The rightmost factor acts first, so kick two acts before kick one. Each drift lasts t/2.

## The exact evolution

```lean
/-- The exact transfer matrix of the oscillator over imaginary time `t`. -/
def exactStep (t : ℝ) : Matrix (Fin 2) (Fin 2) ℝ :=
  !![Real.cosh t, Real.sinh t; Real.sinh t, Real.cosh t]
```

This is the matrix with cosh t on the diagonal and sinh t off it.

```lean
/-- Trace of the improved step minus trace of the exact transfer matrix. -/
def traceError (α t : ℝ) : ℝ := (improvedStep α t).trace - (exactStep t).trace
```

Write E(t) for `traceError α t`, the approximate trace minus the exact one. Every factor of the step has determinant one, so the trace fixes the eigenvalues; for this single harmonic oscillator, it therefore measures how well a path-integral time step reproduces the frequency.

```lean
/-- The exact transfer matrix starts at the identity and solves the imaginary-time
equations of motion `x' = p`, `p' = x`, entry by entry. -/
theorem exactStep_solves_motion :
    exactStep 0 = 1 ∧ ∀ (t : ℝ) (i j : Fin 2),
      HasDerivAt (fun s => exactStep s i j)
        (((!![0, 1; 1, 0] : Matrix (Fin 2) (Fin 2) ℝ) * exactStep t) i j) t := by
  constructor
  · rw [Matrix.one_fin_two]
    simp [exactStep]
  · intro t i j
    fin_cases i <;> fin_cases j
    · simpa [exactStep, Matrix.mul_apply, Fin.sum_univ_succ] using Real.hasDerivAt_cosh t
    · simpa [exactStep, Matrix.mul_apply, Fin.sum_univ_succ] using Real.hasDerivAt_sinh t
    · simpa [exactStep, Matrix.mul_apply, Fin.sum_univ_succ] using Real.hasDerivAt_sinh t
    · simpa [exactStep, Matrix.mul_apply, Fin.sum_univ_succ] using Real.hasDerivAt_cosh t
```

The equations of motion are x′ = p and p′ = x. The theorem says that the exact matrix is the identity at t = 0 and that its derivative is [[0, 1], [1, 0]] times itself. By hand, this is cosh′ = sinh and sinh′ = cosh. `fin_cases` splits the claim into the four matrix entries, and each is closed by one of those two derivatives.

## Comparing the traces

```lean
/-- The trace of one improved step is a polynomial of degree at most eight in the time step. -/
theorem trace_improvedStep (α t : ℝ) :
    (improvedStep α t).trace =
      2 + t ^ 2 + t ^ 4 / 12 + (1 + α) * t ^ 6 / 432 + α * (1 - α) * t ^ 8 / 5184 := by
  simp only [improvedStep, drift, kick, kickOne, kickTwo, Matrix.mul_fin_two,
    Matrix.trace_fin_two_of]
  ring
```

Multiplying the four matrices gives

trace = 2 + t(k₁ + k₂) + t²k₁k₂/4.

The sum and product of the kicks are

k₁ + k₂ = t + t³/36,

k₁k₂ = 2t²/9 + (1 + α)t⁴/108 + α(1 − α)t⁶/1296.

The fourth-order coefficient is 1/36 + 1/18 = 1/12, whatever α is. The sixth-order coefficient is (1 + α)/432, which comes from the product. In Lean, `simp only` multiplies out the matrices and `ring` checks the polynomial identity.

```lean
/-- For `|t| ≤ 1`, the Taylor polynomial of degree eight reproduces `2 cosh t`
to within `t ^ 10`. -/
theorem two_cosh_taylor {t : ℝ} (ht : |t| ≤ 1) :
    |2 * Real.cosh t - (2 + t ^ 2 + t ^ 4 / 12 + t ^ 6 / 360 + t ^ 8 / 20160)| ≤ t ^ 10 := by
  have habs : |t| ^ 10 = t ^ 10 := Even.pow_abs (by decide) t
  have hpos : 0 ≤ t ^ 10 := by positivity
  -- add the exponential series at `t` and `-t`: the odd powers cancel
  have h1 := Real.exp_bound ht (n := 10) (by norm_num)
  have h2 := Real.exp_bound (x := -t) (by rwa [abs_neg]) (n := 10) (by norm_num)
  rw [abs_neg t, habs, abs_le] at h2
  rw [habs, abs_le] at h1
  norm_num [Finset.sum_range_succ, Nat.factorial] at h1 h2
  obtain ⟨h1a, h1b⟩ := h1
  obtain ⟨h2a, h2b⟩ := h2
  rw [Real.cosh_eq, abs_le]
  constructor <;> linarith
```

Since 2 cosh t = eᵗ + e⁻ᵗ, add the two exponential series, each cut off after degree nine. The odd powers cancel, and the even ones give the stated polynomial. For |t| ≤ 1, Mathlib's `Real.exp_bound` bounds each remainder by a small multiple of t¹⁰, and their sum is at most t¹⁰. `linarith` combines the inequalities.

```lean
/-- For `|t| ≤ 1`, the trace error is given by its sixth- and eighth-order terms
to within `t ^ 10`. -/
theorem traceError_expansion (α : ℝ) {t : ℝ} (ht : |t| ≤ 1) :
    |traceError α t - ((5 * α - 1) / 2160 * t ^ 6
      + (α * (1 - α) / 5184 - 1 / 20160) * t ^ 8)| ≤ t ^ 10 := by
  have e : traceError α t - ((5 * α - 1) / 2160 * t ^ 6
      + (α * (1 - α) / 5184 - 1 / 20160) * t ^ 8) =
      -(2 * Real.cosh t - (2 + t ^ 2 + t ^ 4 / 12 + t ^ 6 / 360 + t ^ 8 / 20160)) := by
    rw [traceError, trace_improvedStep, exactStep, Matrix.trace_fin_two_of]
    ring
  rw [e, abs_neg]
  exact two_cosh_taylor ht
```

Subtracting the series from the trace cancels everything below sixth order. There,

(1 + α)/432 − 1/360 = (5α − 1)/2160.

Set b = α(1 − α)/5184 − 1/20160. The theorem then reads, for |t| ≤ 1,

|E(t) − (5α − 1)t⁶/2160 − b·t⁸| ≤ t¹⁰.

The only remainder is that of 2 cosh t, so the proof rewrites the left side and applies the previous bound.

## From an explicit bound to a limit

```lean
/-- Time steps close to zero satisfy `|t| ≤ 1`. -/
lemma eventually_small : ∀ᶠ t in 𝓝 (0 : ℝ), |t| ≤ 1 := by
  filter_upwards [Metric.closedBall_mem_nhds (0 : ℝ) one_pos] with t ht
  simpa [Real.norm_eq_abs] using ht
```

`∀ᶠ t in 𝓝 0` means "for all t sufficiently close to 0". This lemma lets the bounds for |t| ≤ 1 be used in limits.

```lean
/-- If an error equals `c * t ^ n` up to a multiple of `|t| ^ (n + 2)` for `|t| ≤ 1`, then
the error divided by `t ^ n` tends to `c` as the time step goes to zero. -/
lemma tendsto_leading_coefficient {f : ℝ → ℝ} {c K : ℝ} {n : ℕ}
    (h : ∀ t, |t| ≤ 1 → |f t - c * t ^ n| ≤ K * |t| ^ (n + 2)) :
    Tendsto (fun t => f t / t ^ n) (𝓝[≠] 0) (𝓝 c) := by
  rw [tendsto_iff_norm_sub_tendsto_zero]
  have hc : Continuous (fun t : ℝ => K * |t| ^ 2) :=
    continuous_const.mul (continuous_abs.pow 2)
  have h0 : Tendsto (fun t : ℝ => K * |t| ^ 2) (𝓝 0) (𝓝 0) := by
    simpa using hc.tendsto 0
  refine squeeze_zero' (Eventually.of_forall fun t => norm_nonneg _) ?_
    (h0.mono_left nhdsWithin_le_nhds)
  filter_upwards [nhdsWithin_le_nhds eventually_small, self_mem_nhdsWithin] with t ht hne
  have hne' : t ≠ 0 := hne
  have hp : 0 < |t| ^ n := pow_pos (abs_pos.2 hne') n
  have e : f t / t ^ n - c = (f t - c * t ^ n) / t ^ n := by field_simp
  rw [e, Real.norm_eq_abs, abs_div, abs_pow, div_le_iff₀ hp]
  calc |f t - c * t ^ n| ≤ K * |t| ^ (n + 2) := h t ht
    _ = K * |t| ^ 2 * |t| ^ n := by ring
```

Suppose |f(t) − c·tⁿ| ≤ K|t|ⁿ⁺² for |t| ≤ 1. Dividing by |t|ⁿ, for t ≠ 0, gives

|f(t)/tⁿ − c| ≤ K·t².

The right side tends to zero, so f(t)/tⁿ tends to c. `squeeze_zero'` carries out this squeeze, and `𝓝[≠] 0` says that t approaches 0 without equalling it.

```lean
/-- For every `α`, the trace error divided by `t ^ 6` tends to `(5 α - 1) / 2160`
as the time step goes to zero. -/
theorem sixth_order_coefficient (α : ℝ) :
    Tendsto (fun t => traceError α t / t ^ 6) (𝓝[≠] 0) (𝓝 ((5 * α - 1) / 2160)) := by
  apply tendsto_leading_coefficient (K := |α * (1 - α) / 5184 - 1 / 20160| + 1)
  intro t ht
  have h := traceError_expansion α ht
  have h8 : |t| ^ (6 + 2) = t ^ 8 := Even.pow_abs (by decide) t
  have hpos : 0 ≤ t ^ 8 := by positivity
  have hsq : t ^ 2 ≤ 1 := (sq_le_one_iff_abs_le_one t).2 ht
  have h10 : t ^ 10 ≤ t ^ 8 := by nlinarith [mul_nonneg hpos (sub_nonneg.2 hsq)]
  rw [h8]
  -- the eighth-order term and the remainder are both at most a multiple of `t ^ 8`
  have hu := mul_le_mul_of_nonneg_right
    (le_abs_self (α * (1 - α) / 5184 - 1 / 20160)) hpos
  have hl := mul_le_mul_of_nonneg_right
    (neg_abs_le (α * (1 - α) / 5184 - 1 / 20160)) hpos
  rw [abs_le] at h ⊢
  constructor <;> linarith [h.1, h.2]
```

For |t| ≤ 1 we have t¹⁰ ≤ t⁸, so the expansion gives

|E(t) − (5α − 1)t⁶/2160| ≤ (|b| + 1)t⁸.

The previous lemma with n = 6 and K = |b| + 1 then yields E(t)/t⁶ → (5α − 1)/2160.

## The value α = 1/5 and its remaining error

```lean
/-- The trace of the improved step agrees with the exact trace up to `O(t ^ 8)`
as the time step goes to zero if and only if `α = 1 / 5`. -/
theorem traceError_isBigO_iff (α : ℝ) :
    (fun t => traceError α t) =O[𝓝 0] (fun t : ℝ => t ^ 8) ↔ α = 1 / 5 := by
  constructor
  · intro h
    -- an eighth-order error leaves no sixth-order coefficient
    have ho : (fun t => traceError α t) =o[𝓝 0] (fun t : ℝ => t ^ 6) :=
      h.trans_isLittleO (isLittleO_pow_pow (by norm_num))
    have hz := ho.tendsto_div_nhds_zero.mono_left
      (nhdsWithin_le_nhds (s := {(0 : ℝ)}ᶜ))
    have hc := tendsto_nhds_unique (sixth_order_coefficient α) hz
    linarith
  · rintro rfl
    apply IsBigO.of_bound 2
    filter_upwards [eventually_small] with t ht
    have h := traceError_expansion (1 / 5) ht
    have hpos : 0 ≤ t ^ 8 := by positivity
    have hsq : t ^ 2 ≤ 1 := (sq_le_one_iff_abs_le_one t).2 ht
    have h10 : t ^ 10 ≤ t ^ 8 := by nlinarith [mul_nonneg hpos (sub_nonneg.2 hsq)]
    rw [Real.norm_of_nonneg hpos, Real.norm_eq_abs]
    rw [abs_le] at h ⊢
    constructor <;> linarith [h.1, h.2]
```

`=O[𝓝 0]` is the usual O-notation as t → 0, and `↔` means "if and only if".

If E(t) = O(t⁸), then E(t)/t⁶ → 0. The same ratio tends to (5α − 1)/2160, and a limit is unique, so α = 1/5. Conversely, at α = 1/5 the sixth-order term vanishes and b = −17/907200, so for |t| ≤ 1

|E(t)| ≤ 17t⁸/907200 + t¹⁰ ≤ 2t⁸.

The two bullets of the proof are these two directions, and `IsBigO.of_bound 2` takes the constant 2.

```lean
/-- At `α = 1 / 5` the trace error divided by `t ^ 8` tends to the nonzero value
`-17 / 907200` as the time step goes to zero. -/
theorem eighth_order_coefficient :
    Tendsto (fun t => traceError (1 / 5) t / t ^ 8) (𝓝[≠] 0) (𝓝 (-17 / 907200)) := by
  apply tendsto_leading_coefficient (K := 1)
  intro t ht
  have h := traceError_expansion (1 / 5) ht
  have h10 : |t| ^ (8 + 2) = t ^ 10 := Even.pow_abs (by decide) t
  rw [h10]
  rw [abs_le] at h ⊢
  constructor <;> linarith [h.1, h.2]

end

end OscillatorImprovedAction
```

At α = 1/5 the expansion is |E(t) − b·t⁸| ≤ t¹⁰, so the limit lemma with n = 8 and K = 1 gives E(t)/t⁸ → −17/907200. This limit is nonzero, so the error is genuinely of eighth order, and for small nonzero t the approximate trace lies slightly below the exact one.

The comparison concerns the trace of the 2×2 matrix of a single step, not the quantum partition function, for one harmonic degree of freedom. It does not bound the errors of individual matrix entries, and it does not settle which α is best for an anharmonic potential.

```lean
#print axioms OscillatorImprovedAction.exactStep_solves_motion
#print axioms OscillatorImprovedAction.trace_improvedStep
#print axioms OscillatorImprovedAction.traceError_isBigO_iff
#print axioms OscillatorImprovedAction.eighth_order_coefficient
```

```
'OscillatorImprovedAction.exactStep_solves_motion' depends on axioms: [propext, Classical.choice, Quot.sound]
'OscillatorImprovedAction.trace_improvedStep' depends on axioms: [propext, Classical.choice, Quot.sound]
'OscillatorImprovedAction.traceError_isBigO_iff' depends on axioms: [propext, Classical.choice, Quot.sound]
'OscillatorImprovedAction.eighth_order_coefficient' depends on axioms: [propext, Classical.choice, Quot.sound]
```
